# With the volume element r², the ZORA spin-orbit factor of a point nucleus is integrable at the origin and the Breit-Pauli factor is not

## Regularity measured by the volume element

Saying that one spin-orbit operator is "regularised" and another is not requires a criterion. The one chosen here is integrability: a radial factor f(r) counts as regular at the nucleus if f(r) r² is integrable on (0, R), where r is the distance from the nucleus, R > 0 is any radius, and r² is the radial part of the volume element in three dimensions. Boundedness would be a different criterion, and the ZORA factor would fail it, since it still diverges at the origin, only more slowly than the Breit-Pauli factor.

A second choice concerns what the ZORA factor is. It is defined through the derivative of the kinetic factor, as it appears in the operator, and its closed form is then derived.

## Two spin-orbit factors from one Coulomb potential

In atomic units, with c the speed of light, an electron at distance r from a point nucleus of charge Z has the potential energy

V(r) = −Z/r.

The zeroth-order regular approximation (ZORA) replaces the non-relativistic kinetic energy by

½ (σ·p) K (σ·p), with K = 2c²/(2c² − V),

where p is the momentum and σ the vector of Pauli matrices. Multiplying out the Pauli matrices gives a spin-free part and a spin-dependent part:

(σ·p) K (σ·p) = p·K p + σ·(∇K × p).

For a radial K the gradient is K′(r) r̂, where r̂ is the radial unit vector, so ∇K × p = (K′(r)/r) L, with L the orbital angular momentum. With the spin s = σ/2, the spin-orbit term is

(K′(r)/r) L·s.

The Breit-Pauli spin-orbit term has the same angular part and a different radial factor:

(V′(r)/(2c² r)) L·s.

For the Coulomb potential both factors depend on a single length, a = Z/(2c²). On the ZORA side,

K(r) = 2c²/(2c² + Z/r) = 2c² r/(2c² r + Z) = r/(r + a).

On the Breit-Pauli side V′(r) = Z/r², so

V′(r)/(2c² r) = Z/(2c² r³) = a/r³.

The length a marks the distance at which the Coulomb energy equals 2c² in magnitude. Well outside it K is close to 1; well inside it K is small.

## Closed form, ratio and ordering

The quotient rule gives

K′(r) = ((r + a) − r)/(r + a)² = a/(r + a)²,

so for r > 0 the ZORA factor is

K′(r)/r = a/(r (r + a)²).

Dividing by the Breit-Pauli factor,

[a/(r (r + a)²)] · [r³/a] = r²/(r + a)² = K(r)².

The ratio is therefore exactly the square of the kinetic factor. Since

K(r) = 1 − a/(r + a),

and a/(r + a) tends to 0 as r tends to infinity, the ratio tends to 1. Far from the nucleus the two factors agree to leading order.

At every finite distance r > 0 the ZORA factor is the smaller one. Both are positive, and their denominators satisfy

r (r + a)² = r³ + 2a r² + a² r > r³.

## Behaviour at the nucleus

With the weight r² the ZORA factor becomes

(K′(r)/r) r² = a r/(r + a)².

The denominator does not vanish on [0, R], so the right-hand side is continuous there and hence integrable. The Breit-Pauli factor becomes

(a/r³) r² = a/r,

and for 0 < ε < R

∫ from ε to R of a/r dr = a log(R/ε),

which grows without bound as ε tends to 0. The weighted factor is not integrable on (0, R), however small R is.

The ZORA integral can be evaluated. The function

F(r) = a (log(r + a) − r/(r + a))

has the derivative

F′(r) = a (1/(r + a) − a/(r + a)²) = a r/(r + a)²,

so the integral from 0 to R is

F(R) − F(0) = a (log((R + a)/a) − R/(R + a)).

For a bare point charge, the ZORA radial factor can therefore be integrated against any density that stays bounded near the nucleus, while the Breit-Pauli factor cannot be integrated against a continuous density that is non-zero there. This concerns the radial factors alone. In a matrix element of the full operator between non-relativistic orbitals, L·s removes the s orbitals, which are the only ones that do not vanish at the nucleus, so the first-order Breit-Pauli energy is finite too.

## The Lean statements in words

The functions `coulomb`, `kinFactor`, `zoraSO` and `breitPauliSO` are V, K, K′/r and a/r³, all real-valued functions of real arguments. In `zoraSO` the derivative is Mathlib's `deriv`.

The main theorem, `zora_regularises_breitPauli`, takes a > 0 and R > 0 and states three things:

- `IntegrableOn (fun r => zoraSO a r * r ^ 2) (Ioo 0 R)`: the weighted ZORA factor is Lebesgue integrable on the open interval (0, R).
- The same statement for `breitPauliSO` is false.
- `Tendsto (fun r => zoraSO a r / breitPauliSO a r) atTop (𝓝 1)`: the ratio tends to 1 as r tends to infinity.

Taking R = 1 gives the statement on the unit interval. The constant angular factor 4π is left out of the weight, which does not affect integrability.

In this theorem a is any positive length. Its physical value enters through `factors_of_coulomb`, which assumes that Z, c and r are positive and identifies the kinetic factor K and the Breit-Pauli radial factor, both with a = Z/(2c²). Because the identity for K holds at every r > 0, the derivatives agree there too, and so does the ZORA radial factor K′(r)/r; this last step is not a separate theorem in the file. The theorem `zoraSO_integral` gives the value of the ZORA integral.

The statements concern radial functions. The operators, the reduction of (σ·p) K (σ·p) and the factor L·s belong to the physical derivation above and are not formalised. Screening by other electrons and the finite size of the nucleus are also absent; either would change V and with it both factors.

## A p-type density as the weight

Another model would weight the factors with the density of an orbital as well as with the volume element. Near the nucleus a non-relativistic p orbital behaves like r, so its density contributes another r² and the total weight is r⁴. The Breit-Pauli factor then gives a r and the ZORA factor a r³/(r + a)², and both are integrable on (0, R).

This choice would change the conclusion: the contrast between integrable and non-integrable would disappear, leaving two finite numbers of different size. It is closer to a first-order spin-orbit energy computed with non-relativistic orbitals, where L·s removes the s states and the remaining orbitals vanish at the nucleus. The weight r² instead tests the radial factor by itself. The r⁴ variant is an informal comparison and has no theorem in the file.

## The complete file

```lean
import Mathlib

open MeasureTheory Set Filter Topology

namespace RegularisedSpinOrbit

noncomputable section

/-- The Coulomb potential energy of an electron at distance `r` from a nucleus of charge `Z`. -/
def coulomb (Z r : ℝ) : ℝ := -Z / r

/-- The ZORA kinetic factor `K(r) = r / (r + a)` with regularisation length `a`. -/
def kinFactor (a r : ℝ) : ℝ := r / (r + a)

/-- The radial factor `K'(r) / r` of the ZORA spin-orbit operator. -/
def zoraSO (a r : ℝ) : ℝ := deriv (kinFactor a) r / r

/-- The radial factor `a / r ^ 3` of the Breit-Pauli spin-orbit operator. -/
def breitPauliSO (a r : ℝ) : ℝ := a / r ^ 3

/-- For the Coulomb potential `V`, the ZORA expression `2c² / (2c² - V)` is the kinetic factor
with `a = Z / (2c²)`, and `V' / (2c² r)` is the Breit-Pauli factor with the same `a`. -/
theorem factors_of_coulomb {Z c r : ℝ} (hZ : 0 < Z) (hc : 0 < c) (hr : 0 < r) :
    2 * c ^ 2 / (2 * c ^ 2 - coulomb Z r) = kinFactor (Z / (2 * c ^ 2)) r ∧
      deriv (coulomb Z) r / (2 * c ^ 2 * r) = breitPauliSO (Z / (2 * c ^ 2)) r := by
  constructor
  · have h1 : 2 * c ^ 2 + Z / r ≠ 0 := by positivity
    have h2 : r + Z / (2 * c ^ 2) ≠ 0 := by positivity
    unfold coulomb kinFactor
    rw [neg_div, sub_neg_eq_add, div_eq_div_iff h1 h2]
    field_simp
  · have h : HasDerivAt (coulomb Z) (Z / r ^ 2) r :=
      ((hasDerivAt_const r (-Z)).fun_div (hasDerivAt_id' r) hr.ne').congr_deriv
        (by congr 1; ring)
    rw [h.deriv]
    unfold breitPauliSO
    field_simp

/-- The derivative of the kinetic factor is `a / (r + a) ^ 2`. -/
theorem hasDerivAt_kinFactor {a r : ℝ} (h : r + a ≠ 0) :
    HasDerivAt (kinFactor a) (a / (r + a) ^ 2) r :=
  ((hasDerivAt_id' r).fun_div ((hasDerivAt_id' r).add_const a) h).congr_deriv
    (by congr 1; ring)

/-- Closed form of the ZORA spin-orbit factor away from the nucleus. -/
theorem zoraSO_eq {a r : ℝ} (ha : 0 < a) (hr : 0 < r) :
    zoraSO a r = a / (r * (r + a) ^ 2) := by
  have h : r + a ≠ 0 := by positivity
  unfold zoraSO
  rw [(hasDerivAt_kinFactor h).deriv, div_div, mul_comm r]

/-- The ratio of the ZORA to the Breit-Pauli spin-orbit factor is the square of the
kinetic factor. -/
theorem ratio_eq_kinFactor_sq {a r : ℝ} (ha : 0 < a) (hr : 0 < r) :
    zoraSO a r / breitPauliSO a r = kinFactor a r ^ 2 := by
  have h : r + a ≠ 0 := by positivity
  rw [zoraSO_eq ha hr]
  unfold breitPauliSO kinFactor
  field_simp

/-- At every distance `r > 0` the ZORA spin-orbit factor is positive and strictly smaller than the
Breit-Pauli one. -/
theorem zoraSO_pos_and_lt {a r : ℝ} (ha : 0 < a) (hr : 0 < r) :
    0 < zoraSO a r ∧ zoraSO a r < breitPauliSO a r := by
  rw [zoraSO_eq ha hr]
  refine ⟨by positivity, ?_⟩
  unfold breitPauliSO
  have h : 0 < 2 * a * r ^ 2 + a ^ 2 * r := by positivity
  exact div_lt_div_of_pos_left ha (by positivity) (by linarith [
    show r * (r + a) ^ 2 = r ^ 3 + (2 * a * r ^ 2 + a ^ 2 * r) by ring])

/-- With the radial volume element `r ^ 2`, the ZORA spin-orbit factor is integrable
on `(0, R)`. -/
theorem zoraSO_integrable {a R : ℝ} (ha : 0 < a) :
    IntegrableOn (fun r => zoraSO a r * r ^ 2) (Ioo 0 R) := by
  -- the weighted factor agrees with a function continuous up to the nucleus
  have hcont : ContinuousOn (fun r : ℝ => a * r / (r + a) ^ 2) (Icc 0 R) := by
    apply ContinuousOn.div
    · fun_prop
    · fun_prop
    · intro r hr
      have h0 : 0 ≤ r := hr.1
      positivity
  refine (hcont.integrableOn_Icc.mono_set Ioo_subset_Icc_self).congr_fun ?_ measurableSet_Ioo
  intro r hr
  have h0 : 0 < r := hr.1
  have h : r + a ≠ 0 := by positivity
  change a * r / (r + a) ^ 2 = zoraSO a r * r ^ 2
  rw [zoraSO_eq ha h0]
  field_simp

/-- With the radial volume element `r ^ 2`, the Breit-Pauli spin-orbit factor is not integrable
on `(0, R)`. -/
theorem breitPauliSO_not_integrable {a R : ℝ} (ha : 0 < a) (hR : 0 < R) :
    ¬ IntegrableOn (fun r => breitPauliSO a r * r ^ 2) (Ioo 0 R) := by
  intro h
  -- dividing by `a` would make `1 / r` integrable at the origin
  have h1 : IntegrableOn (fun r : ℝ => r⁻¹) (Ioo 0 R) := by
    refine IntegrableOn.congr_fun (Integrable.const_mul h a⁻¹) ?_ measurableSet_Ioo
    intro r hr
    have h0 : 0 < r := hr.1
    change a⁻¹ * (a / r ^ 3 * r ^ 2) = r⁻¹
    field_simp
  have h2 := (intervalIntegrable_iff_integrableOn_Ioo_of_le hR.le).2 h1
  rcases intervalIntegrable_inv_iff.1 h2 with h3 | h3
  · exact hR.ne h3
  · exact h3 left_mem_uIcc

/-- The ZORA spin-orbit factor is integrable near the nucleus with the radial volume element,
the Breit-Pauli factor is not, and their ratio tends to 1 at large distance. -/
theorem zora_regularises_breitPauli {a R : ℝ} (ha : 0 < a) (hR : 0 < R) :
    IntegrableOn (fun r => zoraSO a r * r ^ 2) (Ioo 0 R) ∧
      ¬ IntegrableOn (fun r => breitPauliSO a r * r ^ 2) (Ioo 0 R) ∧
      Tendsto (fun r => zoraSO a r / breitPauliSO a r) atTop (𝓝 1) := by
  refine ⟨zoraSO_integrable ha, breitPauliSO_not_integrable ha hR, ?_⟩
  have h1 : Tendsto (fun r : ℝ => a / (r + a)) atTop (𝓝 0) :=
    tendsto_const_nhds.div_atTop (tendsto_atTop_add_const_right atTop a tendsto_id)
  have h2 : Tendsto (fun r : ℝ => (1 - a / (r + a)) ^ 2) atTop (𝓝 1) := by
    simpa using (h1.const_sub 1).pow 2
  -- the ratio is `K ^ 2`, and `K = 1 - a / (r + a)`
  refine h2.congr' ?_
  filter_upwards [eventually_gt_atTop (0 : ℝ)] with r hr
  have h : r + a ≠ 0 := by positivity
  rw [ratio_eq_kinFactor_sq ha hr]
  congr 1
  unfold kinFactor
  rw [eq_div_iff h, sub_mul, div_mul_cancel₀ _ h]
  ring

/-- Closed form of the integral from `0` to `R` of the ZORA spin-orbit factor times the radial
volume element `r ^ 2`. -/
theorem zoraSO_integral {a R : ℝ} (ha : 0 < a) (hR : 0 < R) :
    ∫ r in (0 : ℝ)..R, zoraSO a r * r ^ 2 =
      a * (Real.log ((R + a) / a) - R / (R + a)) := by
  have hint := (intervalIntegrable_iff_integrableOn_Ioo_of_le hR.le).2
    (zoraSO_integrable (R := R) ha)
  -- an antiderivative is `a * (log (r + a) - K r)`
  have hder : ∀ r ∈ uIcc 0 R, HasDerivAt
      (fun x => a * (Real.log (x + a) - kinFactor a x)) (zoraSO a r * r ^ 2) r := by
    intro r hr
    rw [uIcc_of_le hR.le] at hr
    have h0 : 0 ≤ r := hr.1
    have h : r + a ≠ 0 := by positivity
    refine (((((hasDerivAt_id' r).add_const a).log h).fun_sub
      (hasDerivAt_kinFactor h)).const_mul a).congr_deriv ?_
    rcases h0.eq_or_lt with h1 | h1
    · subst h1
      have h2 : a ≠ 0 := ha.ne'
      simp only [zero_add]
      field_simp
      simp
    · rw [zoraSO_eq ha h1]
      field_simp
      ring
  rw [intervalIntegral.integral_eq_sub_of_hasDerivAt hder hint,
    Real.log_div (by positivity) ha.ne']
  simp only [kinFactor, zero_add, zero_div]
  ring

end

end RegularisedSpinOrbit
```

```lean
#print axioms RegularisedSpinOrbit.factors_of_coulomb
#print axioms RegularisedSpinOrbit.zoraSO_pos_and_lt
#print axioms RegularisedSpinOrbit.zora_regularises_breitPauli
#print axioms RegularisedSpinOrbit.zoraSO_integral
```

```
'RegularisedSpinOrbit.factors_of_coulomb' depends on axioms: [propext, Classical.choice, Quot.sound]
'RegularisedSpinOrbit.zoraSO_pos_and_lt' depends on axioms: [propext, Classical.choice, Quot.sound]
'RegularisedSpinOrbit.zora_regularises_breitPauli' depends on axioms: [propext, Classical.choice, Quot.sound]
'RegularisedSpinOrbit.zoraSO_integral' depends on axioms: [propext, Classical.choice, Quot.sound]
```

## How the algebraic lemmas work

`factors_of_coulomb` has two halves. The first shows that both denominators are nonzero, cross-multiplies with `div_eq_div_iff` and lets `field_simp` finish the algebra. The second obtains V′(r) = Z/r² from the quotient rule and substitutes it.

`hasDerivAt_kinFactor` is the quotient rule for K. It asks only for r + a ≠ 0, so for a > 0 it also applies at r = 0, which the integral needs later. `zoraSO_eq` inserts this derivative into the definition and gives the closed form for r > 0.

`ratio_eq_kinFactor_sq` starts from that closed form and cancels the common factors. `zoraSO_pos_and_lt` compares two fractions with the same positive numerator: `div_lt_div_of_pos_left` reduces the claim to an inequality between denominators, and the expansion of r (r + a)² given to `linarith` is the one written out earlier.

## How integrability is proved and refuted

`zoraSO_integrable` first shows that a r/(r + a)² is continuous on the closed interval [0, R]. Continuity on a compact interval gives integrability there, and `mono_set` restricts it to (0, R). The step `congr_fun` then replaces this function by the weighted ZORA factor, which equals it at every point of the open interval. The theorem does not require R > 0, because for R ≤ 0 the interval is empty.

`breitPauliSO_not_integrable` argues by contradiction and does not compute the logarithm. If a/r were integrable on (0, R), multiplying by a⁻¹ would make 1/r integrable there. Mathlib's `intervalIntegrable_inv_iff` says that 1/r is integrable between two endpoints only if they coincide or 0 lies outside the closed interval between them. Here the endpoints are 0 and R > 0, so both cases are impossible.

## The limit and the closed integral

The main theorem combines these two results and adds the limit. It shows that a/(r + a) tends to 0, hence that (1 − a/(r + a))² tends to 1. The ratio equals this square only for r > 0, which is enough for a limit at infinity: `congr'` accepts functions that agree eventually, and `eventually_gt_atTop` supplies the condition r > 0.

`zoraSO_integral` applies the fundamental theorem of calculus to F. The version used needs F to have the integrand as its derivative on all of [0, R], and the integrand to be integrable, which `zoraSO_integrable` provides. The derivative is checked in two cases. For r > 0 the closed form of the ZORA factor applies and the algebra is that of F′ above. At r = 0 the closed form is not available, but the weight r² makes the integrand zero, and F′(0) = a (1/a − a/a²) = 0 as well. Subtracting F(0) = a log a from F(R) and combining the logarithms gives the stated value.
